# Averaging an N-point grid over p offsets that divide its spacing equally leaves only the harmonics divisible by pN

A plane-wave calculation obtains some integrals over the cell, such as a semilocal exchange-correlation energy, by averaging a periodic function over an FFT grid. In one dimension, the harmonics at non-zero multiples of the number of grid points contaminate the result. To state what happens when the average is repeated on shifted copies of the grid, one must first choose how the function is given. Here it is given by its Fourier coefficients $c_q$, one for each integer $q$, with $\sum_q |c_q|<\infty$:

$$f(x)=\sum_{q\in\mathbb Z} c_q\,e^{2\pi i q x}.$$

The cell is one-dimensional and has unit length, so $x$ is a fractional coordinate. Absolute summability is a smoothness condition on the integrand: its high harmonics decay fast enough for the series to converge at every grid point, in any order of summation. The function may be complex, and it need not be band-limited.

The exact cell average of $f$ is $c_0$. The grid has $N$ points, and it is shifted by the $p$ offsets $l/(pN)$ with $0\le l<p$. For $N,p\ge 1$, the mean over these offsets is

$$\frac1p\sum_{l=0}^{p-1}\frac1N\sum_{j=0}^{N-1} f\!\left(\frac jN+\frac l{pN}\right)=\sum_{m\in\mathbb Z}c_{pNm}.$$

For $p=1$ this is the usual aliasing sum of a single grid. The harmonic $pN$ is thus the first positive one to survive. A second theorem shows that no choice of $p$ offsets and weights of total one, equally spaced or not, can remove all the harmonics $N,2N,\dots,pN$.

In electronic structure this bears on the "egg-box" error, the spurious dependence of a grid-evaluated energy on the position of the atoms relative to the grid, within the restriction to one dimension and a fixed integrand. The theorems assume that the same $f$ is sampled at every offset, whereas in a self-consistent calculation the density itself can respond when the grid moves.

```lean
import Mathlib

open Finset

namespace OffsetGridAliasing

noncomputable section
```

## Plane waves and the function they build

The plane wave of frequency $q$ is $e^{2\pi i q x}$, with wave number $2\pi q$ in the textbook convention. In Lean, `wave q x` takes an integer `q` and a real `x` and returns a complex number. The integer type of `q` is what makes the wave periodic on the cell.

```lean
/-- The plane wave `exp (2 π i q x)` of integer frequency `q` on a cell of unit length. -/
def wave (q : ℤ) (x : ℝ) : ℂ :=
  Complex.exp (2 * Real.pi * Complex.I * (q * x))
```

The function $f$ is the sum of these waves with coefficients $c_q$. It is called `density c`, but nothing requires it to be real, positive or normalised to a number of electrons. It can equally stand for an energy density or any other integrand on the grid.

```lean
/-- The periodic function with Fourier coefficients `c`, for absolutely summable `c`. -/
def density (c : ℤ → ℂ) (x : ℝ) : ℂ := ∑' q, c q * wave q x
```

## The shifted grid and its offsets

For one grid shifted by $s$, the mean is

$$Q(s)=\frac1N\sum_{j=0}^{N-1}f\!\left(\frac jN+s\right).$$

This is `gridMean N f s`. The sum over `range N` runs over $j=0,\dots,N-1$, so the end point of the cell is not counted twice.

```lean
/-- The average of `f` over the `N`-point grid shifted by `s`, for `N ≥ 1`. -/
def gridMean (N : ℕ) (f : ℝ → ℂ) (s : ℝ) : ℂ :=
  (∑ j ∈ range N, f ((j : ℝ) / N + s)) / N
```

The offsets $l/(pN)$ divide one grid spacing $1/N$ into $p$ equal parts. Averaging $Q$ over them gives `offsetMean N p f`. Since

$$\frac jN+\frac l{pN}=\frac{pj+l}{pN},$$

the shifted grids together make up the grid of $pN$ points, each point occurring once. The offset average therefore uses as many function values as that finer grid, spread over $p$ coarse evaluations.

```lean
/-- The average of the grid means over the `p` offsets `l / (p N)`, for `N, p ≥ 1`. -/
def offsetMean (N p : ℕ) (f : ℝ → ℂ) : ℂ :=
  (∑ l ∈ range p, gridMean N f ((l : ℝ) / (p * N))) / p
```

## When a phase equals one

The exponential $e^{z}$ equals one exactly when $z=2\pi i n$ for an integer $n$. With $z=2\pi i q x$, cancelling the non-zero factor $2\pi i$ gives

$$e^{2\pi i q x}=1\iff qx\in\mathbb Z.$$

The two halves of the Lean proof are the two directions of this equivalence. Mathlib's `Complex.exp_eq_one_iff` supplies the fact about the exponential.

```lean
/-- A plane wave has phase one at `x` exactly when `q x` is an integer. -/
theorem wave_eq_one_iff (q : ℤ) (x : ℝ) :
    wave q x = 1 ↔ ∃ n : ℤ, (q : ℝ) * x = n := by
  unfold wave
  rw [Complex.exp_eq_one_iff]
  constructor
  · rintro ⟨n, h⟩
    have h' : (q : ℂ) * x = n :=
      mul_left_cancel₀ Complex.two_pi_I_ne_zero (h.trans (mul_comm _ _))
    exact ⟨n, by exact_mod_cast h'⟩
  · rintro ⟨n, h⟩
    have h' : (q : ℂ) * x = n := by exact_mod_cast h
    exact ⟨n, by rw [h', mul_comm]⟩
```

## Equally spaced phases form a geometric sum

Take $M\ge1$ equally spaced points $j/M$ and put $r=e^{2\pi i q/M}$. The phases at these points are $r^j$, and their average is $\frac1M\sum_{j=0}^{M-1}r^j$.

If $M$ divides $q$, then $q/M$ is an integer, so $r=1$ and the average is one. If $M$ does not divide $q$, then $r\ne1$, while $r^M=e^{2\pi i q}=1$. Hence

$$\sum_{j=0}^{M-1}r^j=\frac{r^M-1}{r-1}=0.$$

The theorem states both cases at once through `if (M : ℤ) ∣ q then 1 else 0`. In the proof, `hs` rewrites the phases as powers of $r$ and `split_ifs` separates the two cases. In the second case `hne` and `hpow` are the statements $r\neq1$ and $r^M=1$, which `geom_sum_eq` turns into the vanishing sum.

```lean
/-- The phases of a plane wave on `M ≥ 1` equally spaced points average to one if `M` divides
its frequency, and to zero otherwise. -/
theorem phase_average {M : ℕ} (hM : 0 < M) (q : ℤ) :
    (∑ j ∈ range M, wave q ((j : ℝ) / M)) / M = if (M : ℤ) ∣ q then 1 else 0 := by
  have hR : (M : ℝ) ≠ 0 := by exact_mod_cast hM.ne'
  have hC : (M : ℂ) ≠ 0 := by exact_mod_cast hM.ne'
  have hmul : ∀ (j : ℕ) (x : ℝ), wave q (j * x) = wave q x ^ j := by
    intro j x
    unfold wave
    rw [← Complex.exp_nat_mul]
    congr 1
    push_cast
    ring
  -- the phases form a geometric progression
  have hs : ∀ j ∈ range M, wave q ((j : ℝ) / M) = wave q (1 / M) ^ j := by
    intro j _
    rw [← hmul]
    congr 1
    ring
  rw [Finset.sum_congr rfl hs]
  split_ifs with h
  · obtain ⟨m, rfl⟩ := h
    have h1 : wave (M * m) (1 / M) = 1 :=
      (wave_eq_one_iff _ _).2 ⟨m, by push_cast; field_simp⟩
    rw [h1]
    simp [hC]
  · have hne : wave q (1 / M) ≠ 1 := by
      intro e
      obtain ⟨n, hn⟩ := (wave_eq_one_iff _ _).1 e
      have hq : (q : ℝ) = M * n := by
        rw [← hn]
        field_simp
      exact h ⟨n, by exact_mod_cast hq⟩
    have hpow : wave q (1 / M) ^ M = 1 := by
      rw [← hmul]
      exact (wave_eq_one_iff _ _).2 ⟨q, by field_simp⟩
    rw [geom_sum_eq hne, hpow]
    simp
```

## One shifted grid keeps the multiples of N

Shifting the grid multiplies a plane wave by a constant phase:

$$e^{2\pi i q(j/N+s)}=e^{2\pi i q j/N}\,e^{2\pi i q s}.$$

The factor $e^{2\pi i q s}$ comes out of the sum over $j$, and the previous result with $M=N$ evaluates what remains. The grid mean of the wave is therefore $e^{2\pi i q s}$ if $N$ divides $q$, and zero otherwise.

An aliased harmonic thus survives on every shifted grid with modulus one. Only its phase depends on the offset, and this is what an average over offsets can exploit. The identity `hadd` is the factorisation above, and `Finset.sum_mul` takes out the common factor.

```lean
/-- A shifted grid of `N ≥ 1` points keeps a plane wave, with its phase at the offset, if `N`
divides the frequency, and averages it to zero otherwise. -/
theorem gridMean_wave {N : ℕ} (hN : 0 < N) (q : ℤ) (s : ℝ) :
    gridMean N (wave q) s = if (N : ℤ) ∣ q then wave q s else 0 := by
  have hadd : ∀ x y : ℝ, wave q (x + y) = wave q x * wave q y := by
    intro x y
    unfold wave
    rw [← Complex.exp_add]
    congr 1
    push_cast
    ring
  simp only [gridMean, hadd]
  rw [← Finset.sum_mul, mul_div_right_comm, phase_average hN]
  split_ifs <;> simp
```

## The offsets act as a second grid

Suppose first that $N$ divides $q$, and write $q=Nm$. The phase of this harmonic at the offset $l/(pN)$ is

$$e^{2\pi i Nm\,l/(pN)}=e^{2\pi i m l/p}.$$

These are the phases of a wave of frequency $m$ on $p$ equally spaced points. Their average is one if $p$ divides $m$ and zero otherwise. Because $N\neq0$, the condition $p\mid m$ is the same as $pN\mid Nm=q$.

If $N$ does not divide $q$, every shifted grid already gives zero, and $pN$ cannot divide $q$ either. In both cases the offset average is one when $pN\mid q$ and zero otherwise.

With $p=2$, for instance, the harmonic $N$ has phase $1$ on the original grid and $-1$ on the grid shifted by half a spacing, so it cancels, while the harmonic $2N$ has phase $1$ on both and stays.

In Lean, `by_cases` makes the distinction on $N\mid q$. The equality of phases is `hw`, and the equivalence of the two divisibility conditions is `hd`. The second use of `phase_average` takes $p$ as the number of points.

```lean
/-- For `N, p ≥ 1`, averaging over the `p` offsets gives one for a plane wave whose frequency is
a multiple of `p N`, and zero for every other plane wave. -/
theorem offsetMean_wave {N p : ℕ} (hN : 0 < N) (hp : 0 < p) (q : ℤ) :
    offsetMean N p (wave q) = if (p : ℤ) * N ∣ q then 1 else 0 := by
  have hNC : (N : ℂ) ≠ 0 := by exact_mod_cast hN.ne'
  have hpC : (p : ℂ) ≠ 0 := by exact_mod_cast hp.ne'
  have hNZ : (N : ℤ) ≠ 0 := by exact_mod_cast hN.ne'
  simp only [offsetMean, gridMean_wave hN]
  by_cases h : (N : ℤ) ∣ q
  · obtain ⟨m, rfl⟩ := h
    -- the harmonic `N m` sees the offsets as a grid of `p` points
    have hw : ∀ l ∈ range p,
        (if (N : ℤ) ∣ N * m then wave (N * m) ((l : ℝ) / (p * N)) else 0)
          = wave m ((l : ℝ) / p) := by
      intro l _
      have e : (N : ℂ) * m * (l / (p * N)) = m * (l / p) := by field_simp
      rw [if_pos (dvd_mul_right _ _)]
      unfold wave
      push_cast
      rw [e]
    have hd : (p : ℤ) * N ∣ N * m ↔ (p : ℤ) ∣ m := by
      rw [mul_comm (p : ℤ)]
      exact mul_dvd_mul_iff_left hNZ
    rw [Finset.sum_congr rfl hw, phase_average hp]
    simp only [hd]
  · have h' : ¬ (p : ℤ) * N ∣ q := fun k => h ((dvd_mul_left _ _).trans k)
    simp [h, h']
```

## Passing from one wave to the whole series

A phase has modulus one, so $|c_q e^{2\pi i q x}|=|c_q|$, and the Fourier series converges absolutely at every $x$. The offset average is a finite linear combination of values of $f$, and finite sums of convergent series may be taken term by term:

$$\text{offset average of } f=\sum_{q\in\mathbb Z}c_q\times\bigl(\text{offset average of } e^{2\pi i q x}\bigr).$$

The hypothesis `hc` is the absolute summability of the coefficients. `HasSum` says that the series on its left converges, independently of the order of its terms, to the value on its right. The proof obtains this at each point in `hx`, then applies `hasSum_sum` and `div_const` once for the grid points and once for the offsets.

```lean
/-- For absolutely summable Fourier coefficients, the offset average may be taken wave by wave. -/
theorem hasSum_offsetMean (N p : ℕ) {c : ℤ → ℂ} (hc : Summable fun q => ‖c q‖) :
    HasSum (fun q => c q * offsetMean N p (wave q)) (offsetMean N p (density c)) := by
  have hx : ∀ x : ℝ, HasSum (fun q => c q * wave q x) (density c x) := by
    intro x
    refine (Summable.of_norm ?_).hasSum
    have hn : ∀ q : ℤ, ‖c q * wave q x‖ = ‖c q‖ := by
      intro q
      have e : wave q x = Complex.exp ((2 * Real.pi * (q * x) : ℝ) * Complex.I) := by
        unfold wave
        congr 1
        push_cast
        ring
      rw [norm_mul, e, Complex.norm_exp_ofReal_mul_I, mul_one]
    simpa only [hn] using hc
  have h := (hasSum_sum (s := range p) fun l _ =>
    (hasSum_sum (s := range N) fun j _ =>
      hx ((j : ℝ) / N + (l : ℝ) / (p * N))).div_const (N : ℂ)).div_const (p : ℂ)
  simpa only [offsetMean, gridMean, Finset.mul_sum, mul_div_assoc'] using h
```

## The surviving coefficients

In the series just obtained, every term with $pN\nmid q$ vanishes, and every other term equals $c_q$. The surviving frequencies are $q=pNm$ with $m\in\mathbb Z$, and because $pN\ne0$ each of them comes from exactly one $m$. The sum over $q$ therefore becomes

$$\sum_{m\in\mathbb Z}c_{pNm}.$$

The term $m=0$ is the cell average $c_0$, and the others are the remaining aliasing error. The theorem identifies that error but does not say that it is smaller than on a single grid. With $p=2$, $c_{\pm N}=1$, $c_{\pm 2N}=-1$ and all other coefficients zero, $f$ is real and the unshifted grid happens to give the exact value $0$, whereas the offset average gives $-2$. The gain comes when the coefficients decay, so that those at multiples of $pN$ are small.

In the proof, `hzero` removes the terms outside the multiples of $pN$, and the injectivity of $m\mapsto pNm$ permits the reindexing.

```lean
/-- For absolutely summable Fourier coefficients and `N, p ≥ 1`, the average over the `p` offsets
is the convergent sum of the coefficients whose frequencies are multiples of `p N`. -/
theorem offset_average_alias_sum {N p : ℕ} (hN : 0 < N) (hp : 0 < p) {c : ℤ → ℂ}
    (hc : Summable fun q => ‖c q‖) :
    HasSum (fun m : ℤ => c ((p : ℤ) * N * m)) (offsetMean N p (density c)) := by
  have hne : (p : ℤ) * N ≠ 0 := by positivity
  -- all other harmonics are cancelled
  have hzero : ∀ q ∉ Set.range (fun m : ℤ => (p : ℤ) * N * m),
      c q * offsetMean N p (wave q) = 0 := by
    intro q hq
    have hd : ¬ (p : ℤ) * N ∣ q := by
      rintro ⟨m, rfl⟩
      exact hq ⟨m, rfl⟩
    rw [offsetMean_wave hN hp, if_neg hd, mul_zero]
  have h := ((mul_right_injective₀ hne).hasSum_iff
    (f := fun q => c q * offsetMean N p (wave q)) hzero).2 (hasSum_offsetMean N p hc)
  simpa only [Function.comp_def, offsetMean_wave hN hp, dvd_mul_right, if_true, mul_one] using h
```

## No p offsets remove all of the harmonics N, 2N, …, pN

Now let the offsets $s_l$ be arbitrary real numbers and the weights $w_l$ arbitrary complex numbers with $\sum_l w_l=1$, so that a constant function is still averaged correctly. Put $z_l=e^{2\pi i N s_l}$. By the result for one shifted grid, the grid mean of the harmonic $Nm$ at offset $s_l$ is $z_l^m$.

Suppose that all of the harmonics $N,2N,\dots,pN$ cancelled, so that $\sum_l w_l z_l^m=0$ for $1\le m\le p$. Consider the polynomial with the offset phases as its roots,

$$P(z)=\prod_l(z-z_l)=\sum_{i=0}^{p}a_i z^i.$$

Since $P(z_l)=0$ for every $l$,

$$0=\sum_l w_l P(z_l)=\sum_{i=0}^{p}a_i\sum_l w_l z_l^i=a_0\sum_l w_l=a_0.$$

But $a_0=P(0)=\prod_l(-z_l)$ is non-zero, because no phase is zero. This contradiction shows that at least one of the $p$ harmonics survives. Equal weights on the offsets $l/(pN)$ cancel all of them except the last, so they push the first surviving positive harmonic as far as $p$ offsets allow.

In Lean the offsets and weights are functions on `Fin p`, and `by_contra!` introduces the assumption that every harmonic cancels. The step `hz` turns grid means into powers of $z_l$, `hroot` says that the phases are roots, and `h0` says that $a_0\neq0$. The exchange of the two sums is `hsum`, and `hrest` discards the terms with $i\ge1$, written there with the index `i + 1`.

```lean
/-- For `N ≥ 1`, no choice of `p` offsets and complex weights of total one cancels all of the
harmonics `N, 2 N, …, p N`. -/
theorem some_harmonic_survives {N p : ℕ} (hN : 0 < N) (w : Fin p → ℂ) (s : Fin p → ℝ)
    (hw : ∑ l, w l = 1) :
    ∃ m : ℕ, 1 ≤ m ∧ m ≤ p ∧ ∑ l, w l * gridMean N (wave (N * m)) (s l) ≠ 0 := by
  by_contra! h
  have hz : ∀ (m : ℕ) (l : Fin p),
      gridMean N (wave (N * m)) (s l) = wave N (s l) ^ m := by
    intro m l
    rw [gridMean_wave hN, if_pos (dvd_mul_right _ _)]
    unfold wave
    rw [← Complex.exp_nat_mul]
    congr 1
    push_cast
    ring
  simp only [hz] at h
  -- the polynomial whose roots are the offset phases
  let P : Polynomial ℂ := ∏ l : Fin p, (Polynomial.X - Polynomial.C (wave N (s l)))
  have hdeg : P.natDegree < p + 1 :=
    Nat.lt_succ_of_le ((Polynomial.natDegree_prod_le _ _).trans (by simp))
  have hroot : ∀ l, P.eval (wave N (s l)) = 0 := by
    intro l
    rw [Polynomial.eval_prod]
    exact Finset.prod_eq_zero (Finset.mem_univ l) (by simp)
  have h0 : P.coeff 0 ≠ 0 := by
    rw [Polynomial.coeff_zero_eq_eval_zero, Polynomial.eval_prod]
    refine Finset.prod_ne_zero_iff.2 fun l _ => ?_
    simp [wave, Complex.exp_ne_zero]
  have hsum : ∑ l, w l * P.eval (wave N (s l))
      = ∑ i ∈ range (p + 1), P.coeff i * ∑ l, w l * wave N (s l) ^ i := by
    simp only [Polynomial.eval_eq_sum_range' hdeg, Finset.mul_sum]
    rw [Finset.sum_comm]
    refine Finset.sum_congr rfl fun i _ => Finset.sum_congr rfl fun l _ => ?_
    ring
  have hrest : ∑ i ∈ range p, P.coeff (i + 1) * ∑ l, w l * wave N (s l) ^ (i + 1) = 0 := by
    refine Finset.sum_eq_zero fun i hi => ?_
    have hi' := Finset.mem_range.1 hi
    rw [h (i + 1) (by omega) (by omega), mul_zero]
  -- only the constant coefficient is left, and it is not zero
  rw [Finset.sum_range_succ', hrest] at hsum
  simp only [hroot, mul_zero, Finset.sum_const_zero, pow_zero, mul_one, hw, zero_add] at hsum
  exact h0 hsum.symm

end

end OffsetGridAliasing
```

```lean
#print axioms OffsetGridAliasing.gridMean_wave
#print axioms OffsetGridAliasing.offset_average_alias_sum
#print axioms OffsetGridAliasing.some_harmonic_survives
```

```
'OffsetGridAliasing.gridMean_wave' depends on axioms: [propext, Classical.choice, Quot.sound]
'OffsetGridAliasing.offset_average_alias_sum' depends on axioms: [propext, Classical.choice, Quot.sound]
'OffsetGridAliasing.some_harmonic_survives' depends on axioms: [propext, Classical.choice, Quot.sound]
```
